# Piezoelectric Voigt matrices satisfy e = d c when only the shear columns of d are doubled

Stress can change the polarization of a piezoelectric crystal at zero electric field. To linear order, this change, $P_i$, can be referred to the stress, $P_i=\sum_{mn}d_{imn}\sigma_{mn}$, or to the strain, $P_i=\sum_{kl}e_{ikl}\varepsilon_{kl}$. Inserting Hooke's law $\sigma_{mn}=\sum_{kl}C_{mnkl}\varepsilon_{kl}$ into the first form, with $C$ the stiffness at zero electric field, suggests

$$e_{ikl}=\sum_{mn}d_{imn}C_{mnkl}.$$

Tables list these tensors as $3\times6$ and $6\times6$ matrices. Which entries need a factor 2 if this relation is to become an ordinary matrix product?

In Lean 4 with Mathlib:

```lean
import Mathlib

open scoped Matrix

namespace PiezoelectricVoigt

noncomputable section
```

## Six labels for nine index pairs

Cartesian indices run over $0,1,2$ and Voigt indices $J,K$ over $0,\dots,5$. The Voigt index $J$ stands for the pair $(r_J,c_J)$, in the order $00,11,22,12,02,01$; the code comments write the same order counting from 1. The maps `row` and `col` give $r_J$ and $c_J$.

```lean
/-- First Cartesian index of each Voigt index, in the order 11, 22, 33, 23, 13, 12. -/
def row : Fin 6 → Fin 3 := ![0, 1, 2, 1, 0, 0]

/-- Second Cartesian index of each Voigt index, in the order 11, 22, 33, 23, 13, 12. -/
def col : Fin 6 → Fin 3 := ![0, 1, 2, 2, 2, 1]
```

A shear pair occurs twice among the nine ordered pairs and a normal pair once, so the weight is $w=(1,1,1,2,2,2)$.

```lean
/-- The Voigt weight: 1 for normal indices and 2 for shear indices. -/
def weight : Fin 6 → ℝ := ![1, 1, 1, 2, 2, 2]
```

The tensors are real arrays in a fixed Cartesian frame. Both $d$ and $e$ are taken symmetric in their last two indices: stress and strain are symmetric, so an antisymmetric part would not contribute to $P_i$.

```lean
/-- A third-rank tensor that is symmetric in its last two indices. -/
def SymmLast (d : Fin 3 → Fin 3 → Fin 3 → ℝ) : Prop :=
  ∀ i m n, d i m n = d i n m
```

The stiffness has the minor symmetries $C_{mnkl}=C_{nmkl}=C_{mnlk}$. Neither the major symmetry $C_{mnkl}=C_{klmn}$ nor elastic stability is assumed.

```lean
/-- The minor symmetries of a stiffness tensor: each index pair may be swapped internally. -/
def MinorSymm (C : Fin 3 → Fin 3 → Fin 3 → Fin 3 → ℝ) : Prop :=
  (∀ m n k l, C m n k l = C n m k l) ∧ (∀ m n k l, C m n k l = C m n l k)
```

The right-hand side of the tensor relation gets its own name.

```lean
/-- The contraction `∑ d_imn C_mnkl` of a piezoelectric tensor with a stiffness tensor. -/
def contract (d : Fin 3 → Fin 3 → Fin 3 → ℝ) (C : Fin 3 → Fin 3 → Fin 3 → Fin 3 → ℝ)
    (i k l : Fin 3) : ℝ :=
  ∑ m, ∑ n, d i m n * C m n k l
```

The matrix entries are $w_J\,d_{i r_J c_J}$ for $d$, $e_{i r_J c_J}$ for $e$, and $C_{r_J c_J r_K c_K}$ for $c$.

```lean
/-- The 3×6 Voigt matrix of `d`, whose shear columns carry a factor 2. -/
def dMatrix (d : Fin 3 → Fin 3 → Fin 3 → ℝ) : Matrix (Fin 3) (Fin 6) ℝ :=
  Matrix.of fun i J => weight J * d i (row J) (col J)

/-- The 3×6 Voigt matrix of `e`, without any factors. -/
def eMatrix (e : Fin 3 → Fin 3 → Fin 3 → ℝ) : Matrix (Fin 3) (Fin 6) ℝ :=
  Matrix.of fun i J => e i (row J) (col J)

/-- The 6×6 Voigt matrix of the stiffness tensor, without any factors. -/
def cMatrix (C : Fin 3 → Fin 3 → Fin 3 → Fin 3 → ℝ) : Matrix (Fin 6) (Fin 6) ℝ :=
  Matrix.of fun J K => C (row J) (col J) (row K) (col K)
```

## Collapsing the double sum

For a symmetric array $f$, the off-diagonal terms pair up:

$$\sum_{mn}f_{mn}=f_{00}+f_{11}+f_{22}+2f_{12}+2f_{02}+2f_{01}=\sum_J w_J f_{r_Jc_J}.$$

The proof expands both sums and lets `linarith` use the three symmetry equations.

```lean
/-- The sum of all nine entries of a symmetric array is the weighted sum of its six
Voigt entries. -/
theorem sum_pairs (f : Fin 3 → Fin 3 → ℝ) (hf : ∀ m n, f m n = f n m) :
    ∑ m, ∑ n, f m n = ∑ J, weight J * f (row J) (col J) := by
  have h1 := hf 1 0
  have h2 := hf 2 0
  have h3 := hf 2 1
  simp [Fin.sum_univ_three, Fin.sum_univ_six, weight, row, col]
  linarith
```

Conversely, the six Voigt entries determine a symmetric array, since the other three are mirror images. The proof checks all nine index pairs.

```lean
/-- Two symmetric arrays with the same six Voigt entries are equal. -/
theorem symm_ext {f g : Fin 3 → Fin 3 → ℝ} (hf : ∀ m n, f m n = f n m)
    (hg : ∀ m n, g m n = g n m) (h : ∀ J, f (row J) (col J) = g (row J) (col J)) :
    ∀ m n, f m n = g m n := by
  have h0 : f 0 0 = g 0 0 := h 0
  have h1 : f 1 1 = g 1 1 := h 1
  have h2 : f 2 2 = g 2 2 := h 2
  have h3 : f 1 2 = g 1 2 := h 3
  have h4 : f 0 2 = g 0 2 := h 4
  have h5 : f 0 1 = g 0 1 := h 5
  intro m n
  fin_cases m <;> fin_cases n
  exacts [h0, h5, h4, (hf 1 0).trans (h5.trans (hg 0 1)), h1, h3,
    (hf 2 0).trans (h4.trans (hg 0 2)), (hf 2 1).trans (h3.trans (hg 1 2)), h2]
```

For fixed $i$ and $K$, the product $d_{imn}C_{mn r_K c_K}$ is symmetric in $m,n$. Collapsing its sum gives

$$\sum_{mn}d_{imn}C_{mn r_Kc_K}=\sum_J \left(w_J d_{i r_Jc_J}\right)C_{r_Jc_J r_Kc_K}.$$

```lean
/-- Each Voigt entry of the contraction of `d` with `C` is a single sum over Voigt indices,
in which shear terms count twice. -/
theorem contract_entry {d : Fin 3 → Fin 3 → Fin 3 → ℝ}
    {C : Fin 3 → Fin 3 → Fin 3 → Fin 3 → ℝ} (hd : SymmLast d) (hC : MinorSymm C)
    (i : Fin 3) (K : Fin 6) :
    contract d C i (row K) (col K) =
      ∑ J, weight J * d i (row J) (col J) * C (row J) (col J) (row K) (col K) := by
  have h := sum_pairs (fun m n => d i m n * C m n (row K) (col K))
    (fun m n => by simp only [hd i m n, hC.1 m n])
  simpa only [contract, mul_assoc] using h
```

## From tensor relation to matrix product and back

The last formula says that $d\,c$ is the Voigt matrix of the contracted tensor; this is `key` below. If the tensor relation holds, reading it at the six Voigt pairs gives $e=d\,c$. If $e=d\,c$, then $e_{ikl}$ and the contraction agree at those pairs. Both are symmetric in $k,l$, so `symm_ext` extends the agreement to all nine.

```lean
/-- The tensor relation `e_ikl = ∑ d_imn C_mnkl` holds exactly when the Voigt matrices obey
`e = d c`, where only the shear columns of `d` carry a factor 2. -/
theorem piezo_tensor_iff_voigt {d e : Fin 3 → Fin 3 → Fin 3 → ℝ}
    {C : Fin 3 → Fin 3 → Fin 3 → Fin 3 → ℝ}
    (hd : SymmLast d) (he : SymmLast e) (hC : MinorSymm C) :
    (∀ i k l, e i k l = ∑ m, ∑ n, d i m n * C m n k l) ↔
      eMatrix e = dMatrix d * cMatrix C := by
  -- the matrix product is the Voigt matrix of the contracted tensor
  have key : dMatrix d * cMatrix C = eMatrix (contract d C) := by
    ext i K
    simp only [Matrix.mul_apply, dMatrix, cMatrix, eMatrix, Matrix.of_apply]
    exact (contract_entry hd hC i K).symm
  rw [key]
  constructor
  · intro h
    ext i K
    exact h i (row K) (col K)
  · intro h i
    -- both sides are symmetric in k, l, so the six Voigt entries suffice
    have hs : ∀ k l, contract d C i k l = contract d C i l k := fun k l =>
      Finset.sum_congr rfl fun m _ => Finset.sum_congr rfl fun n _ =>
        congrArg (fun x => d i m n * x) (hC.2 m n k l)
    exact symm_ext (f := e i) (g := contract d C i) (he i) hs
      (fun K => congrFun (congrFun h i) K)
```

As a numerical instance, let $d_{012}=d_{021}=3$ be the only nonzero components of $d$, and let $C_{1212}$ and its minor-symmetry partners equal 5, in arbitrary units. Then $e_{012}=3\cdot5+3\cdot5=30$, whatever the other stiffness components are. The matrices give $6\cdot5=30$; an undoubled $d$ column would give 15. In the limiting case where $d$ has no shear components, the factor has no effect.

Within linear piezoelectricity, these are the factors to check when $d$, $e$ and an unweighted $c$ from an electronic-structure calculation are compared in Voigt form, provided all three use the same axes and the same Voigt order, and refer to zero electric field and to the same treatment of the ions, relaxed or clamped.

## Stress and strain vectors

The same collapse gives $P_i=\sum_J(w_Jd_{ir_Jc_J})\,\sigma_{r_Jc_J}$. The weight already sits in $d$, so the stress vector carries none.

```lean
/-- The polarization `∑ d_imn σ_mn` due to a symmetric stress is the Voigt matrix of `d`
applied to the stress vector without factors. -/
theorem polarization_of_stress {d : Fin 3 → Fin 3 → Fin 3 → ℝ} (hd : SymmLast d)
    {σ : Fin 3 → Fin 3 → ℝ} (hσ : ∀ m n, σ m n = σ n m) (i : Fin 3) :
    ∑ m, ∑ n, d i m n * σ m n = (dMatrix d *ᵥ fun J => σ (row J) (col J)) i := by
  refine (sum_pairs (fun m n => d i m n * σ m n)
    (fun m n => by simp only [hd i m n, hσ m n])).trans ?_
  simp only [Matrix.mulVec, dotProduct, dMatrix, Matrix.of_apply, mul_assoc]
```

For strain, $P_i=\sum_J e_{ir_Jc_J}\,(w_J\varepsilon_{r_Jc_J})$. Here the weight goes to the strain vector, whose shear entries become engineering strains.

```lean
/-- The polarization `∑ e_imn ε_mn` due to a symmetric strain is the Voigt matrix of `e`
applied to the engineering strain vector, whose shear entries are doubled. -/
theorem polarization_of_strain {e : Fin 3 → Fin 3 → Fin 3 → ℝ} (he : SymmLast e)
    {ε : Fin 3 → Fin 3 → ℝ} (hε : ∀ m n, ε m n = ε n m) (i : Fin 3) :
    ∑ m, ∑ n, e i m n * ε m n =
      (eMatrix e *ᵥ fun J => weight J * ε (row J) (col J)) i := by
  refine (sum_pairs (fun m n => e i m n * ε m n)
    (fun m n => by simp only [he i m n, hε m n])).trans ?_
  simp only [Matrix.mulVec, dotProduct, eMatrix, Matrix.of_apply]
  exact Finset.sum_congr rfl fun J _ => by ring
```

## How much freedom the weights have

Now keep $c$ unweighted, but give the columns of $d$ and $e$ arbitrary weights $u_J$ and $v_K$. To test the product law, let $U^J$ be the symmetric array with entry 1 at the pair of $J$, in either order, and 0 elsewhere.

```lean
/-- The symmetric array with entry 1 at the index pair of `J`, in either order, and 0
elsewhere. -/
def pairUnit (J : Fin 6) (m n : Fin 3) : ℝ :=
  if (m = row J ∧ n = col J) ∨ (m = col J ∧ n = row J) then 1 else 0

/-- The unit array of `J` is symmetric. -/
theorem pairUnit_symm (J : Fin 6) (m n : Fin 3) : pairUnit J m n = pairUnit J n m := by
  unfold pairUnit
  exact if_congr (by tauto) rfl rfl
```

Its Voigt entries are $U^J_{r_Kc_K}=\delta_{JK}$.

```lean
/-- Among the six Voigt entries of the unit array of `J`, only the one at `J` is nonzero,
and it equals 1. -/
theorem pairUnit_voigt (J K : Fin 6) :
    pairUnit J (row K) (col K) = if K = J then 1 else 0 := by
  have h : ∀ J K : Fin 6, ((row K = row J ∧ col K = col J) ∨
      (row K = col J ∧ col K = row J)) ↔ K = J := by decide
  unfold pairUnit
  exact if_congr (h J K) rfl rfl
```

Take $d_{imn}=U^J_{mn}$ and $C_{mnkl}=U^J_{mn}U^K_{kl}$. The law at $K$ reduces to $v_Kw_J=u_J$. Setting $J=0$ gives $v_K=u_0$ for every $K$, so $v$ is a constant $a$, and then $u_J=a\,w_J$. Conversely, such weights multiply both sides of the collapsed formula by $a$.

The law is required for every $C$ with minor symmetries, including test tensors that are not physical stiffnesses. The choice $a=1$ is the convention above, while $a=0$ reduces the law to $0=0$.

```lean
/-- With column weights `u` on `d`, `v` on `e` and none on `c`, the Voigt product law holds for all
`d` and `C` obeying `SymmLast` and `MinorSymm` exactly when `v` is a constant and `u` is that
constant times the standard weight. -/
theorem weights_forced (u v : Fin 6 → ℝ) :
    (∀ d C, SymmLast d → MinorSymm C → ∀ i K,
      v K * contract d C i (row K) (col K) =
        ∑ J, u J * d i (row J) (col J) * C (row J) (col J) (row K) (col K)) ↔
      ∃ a : ℝ, ∀ K, v K = a ∧ u K = a * weight K := by
  constructor
  · intro H
    -- test the law on tensors supported on single Voigt pairs
    have key : ∀ J K, v K * weight J = u J := by
      intro J K
      have hd : SymmLast (fun _ m n => pairUnit J m n) := fun _ m n => pairUnit_symm J m n
      have hC : MinorSymm (fun m n k l => pairUnit J m n * pairUnit K k l) :=
        ⟨fun m n k l => congrArg (fun x => x * pairUnit K k l) (pairUnit_symm J m n),
          fun m n k l => congrArg (fun x => pairUnit J m n * x) (pairUnit_symm K k l)⟩
      have h := H _ _ hd hC 0 K
      rw [contract_entry hd hC] at h
      simpa [pairUnit_voigt] using h
    have w0 : weight 0 = 1 := rfl
    refine ⟨v 0, fun K => ⟨?_, (key K 0).symm⟩⟩
    have h1 := key 0 K
    have h2 := key 0 0
    rw [w0] at h1 h2
    linarith
  · rintro ⟨a, ha⟩ d C hd hC i K
    rw [contract_entry hd hC, (ha K).1, Finset.mul_sum]
    refine Finset.sum_congr rfl fun J _ => ?_
    rw [(ha J).2]
    ring

end

end PiezoelectricVoigt
```

```lean
#print axioms PiezoelectricVoigt.piezo_tensor_iff_voigt
#print axioms PiezoelectricVoigt.polarization_of_stress
#print axioms PiezoelectricVoigt.polarization_of_strain
#print axioms PiezoelectricVoigt.weights_forced
```

```
'PiezoelectricVoigt.piezo_tensor_iff_voigt' depends on axioms: [propext, Classical.choice, Quot.sound]
'PiezoelectricVoigt.polarization_of_stress' depends on axioms: [propext, Classical.choice, Quot.sound]
'PiezoelectricVoigt.polarization_of_strain' depends on axioms: [propext, Classical.choice, Quot.sound]
'PiezoelectricVoigt.weights_forced' depends on axioms: [propext, Classical.choice, Quot.sound]
```
